# A two-level perturbation series that, at full coupling, is exact at second order and worse at third and fourth

A perturbative calculation of the correlation energy has reached second order, and the third- and fourth-order terms can be computed too. Will they bring the energy closer to the exact one? In the two-level model below, at full coupling, they do not: the sums through orders 2, 3 and 4 are $-1,-2,-2$, and the lowest exact energy is $-1$.

```lean
import Mathlib

open Matrix Filter Topology

namespace HigherOrderCanBeWorse

noncomputable section
```

## The model and its perturbation series

The unperturbed levels are $0$ and $1$. The perturbation couples the two states and lowers the diagonal element of the upper one:
$$H(x)=\begin{pmatrix}0&0\\0&1\end{pmatrix}+x\begin{pmatrix}0&1\\1&-1\end{pmatrix}=\begin{pmatrix}0&x\\x&1-x\end{pmatrix}.$$
The coupling $x$ may lie in any commutative ring `R`, so one definition serves for real numbers and for a formal variable.

```lean
/-- The two-level Hamiltonian `diag(0,1) + x [[0,1],[1,-1]]`, with the coupling `x` in any
commutative ring, so that `x` may be a number or a formal variable. -/
def hamiltonian {R : Type*} [CommRing R] (x : R) : Matrix (Fin 2) (Fin 2) R :=
  !![0, 0; 0, 1] + x • !![0, 1; 1, -1]
```

An energy $E$ makes the secular determinant vanish:
$$\det(E-H(x))=E(E-1+x)-x^2.$$

```lean
/-- The secular determinant `det (E - H(x))`. -/
def secular {R : Type*} [CommRing R] (x E : R) : R :=
  (E • (1 : Matrix (Fin 2) (Fin 2) R) - hamiltonian x).det
```

A perturbation series for the lower level is a formal power series $E(X)=\sum_n c_nX^n$ that starts at the unperturbed energy, $c_0=0$, and solves the secular equation to all orders. This condition takes the place of the sum-over-states formulas; no series for the eigenvector is constructed.

```lean
/-- A formal perturbation series of the level that starts at energy `0`: it has no zeroth-order
term and solves the secular equation to all orders in the coupling. -/
def IsLevelSeries {R : Type*} [CommRing R] (E : PowerSeries R) : Prop :=
  PowerSeries.coeff 0 E = 0 ∧ secular PowerSeries.X E = 0
```

Through order $N$ the energy is $S_N(x)=\sum_{n=0}^{N}c_nx^n$. A program that prints total energies order by order reports such cumulative sums at $x=1$, where the full perturbation is switched on.

```lean
/-- The sum of a perturbation series through order `N` at coupling `x`. -/
def partialSum (E : PowerSeries ℝ) (x : ℝ) (N : ℕ) : ℝ :=
  ∑ n ∈ Finset.range (N + 1), PowerSeries.coeff n E * x ^ n
```

The exact energies are the real $E$ for which $H(x)v=Ev$ has a solution $v\neq0$.

```lean
/-- The exact energies at real coupling `x`: the eigenvalues of the Hamiltonian. -/
def energies (x : ℝ) : Set ℝ :=
  {E | ∃ v : Fin 2 → ℝ, v ≠ 0 ∧ hamiltonian x *ᵥ v = E • v}
```

## Corrections order by order

The secular equation can be written $E=E^2+XE-X^2$. At order 1 it gives $c_1=2c_0c_1+c_0=0$. At order $n+2$ the terms containing $c_0$ drop out of $E^2$, which leaves
$$c_{n+2}=c_{n+1}+\sum_{i=0}^{n}c_{i+1}c_{n+1-i}-\delta_{n,0}.$$
Only earlier corrections appear on the right, and all of them are integers. The Lean definition is this recursion, with the values at orders 0 and 1 set to zero.

```lean
/-- The energy corrections, order by order, given by a recursion in the integers. -/
def correction : ℕ → ℤ
  | 0 => 0
  | 1 => 0
  | n + 2 => correction (n + 1)
      + ∑ i : Fin (n + 1), correction (i.val + 1) * correction (n + 1 - i.val)
      - if n = 0 then 1 else 0
decreasing_by all_goals omega
```

These integers, read in `R`, are the coefficients of the candidate series.

```lean
/-- The formal power series whose coefficients are the energy corrections. -/
def energySeries (R : Type*) [CommRing R] : PowerSeries R :=
  PowerSeries.mk fun n => (correction n : R)
```

Collecting powers of $E$ in the determinant gives $E^2-(1-x)E-x^2$. Lean expands the $2\times2$ determinant and lets `ring` compare the two sides.

```lean
/-- The secular determinant is the quadratic `E² - (1 - x) E - x²`. -/
theorem secular_eq {R : Type*} [CommRing R] (x E : R) :
    secular x E = E ^ 2 - (1 - x) * E - x ^ 2 := by
  simp [secular, hamiltonian, Matrix.det_fin_two]
  ring
```

The first corrections follow by hand:
$$c_2=-1,\qquad c_3=c_2+2c_1c_2=-1,\qquad c_4=c_3+2c_1c_3+c_2^2=-1+1=0.$$
The proof unfolds the recursion once for each order.

```lean
/-- The corrections of orders zero to four are `0, 0, -1, -1, 0`. -/
theorem correction_values : correction 0 = 0 ∧ correction 1 = 0 ∧ correction 2 = -1 ∧
    correction 3 = -1 ∧ correction 4 = 0 := by
  have h0 : correction 0 = 0 := by rw [correction]
  have h1 : correction 1 = 0 := by rw [correction]
  have h2 : correction 2 = -1 := by
    rw [correction]
    simp [h1]
  have h3 : correction 3 = -1 := by
    rw [correction]
    simp [Fin.sum_univ_succ, h1, h2]
  have h4 : correction 4 = 0 := by
    rw [correction]
    simp [Fin.sum_univ_succ, h1, h2, h3]
  exact ⟨h0, h1, h2, h3, h4⟩
```

Restoring the two end terms $c_0c_{n+2}$ and $c_{n+2}c_0$, which are zero, turns the recursion into the full coefficient equation
$$\sum_{i=0}^{n+2}c_ic_{n+2-i}+c_{n+1}=c_{n+2}+\delta_{n+2,2}.$$

```lean
/-- The corrections satisfy the secular equation at every order in the coupling from the second on.
-/
theorem correction_balance (n : ℕ) :
    ∑ i ∈ Finset.range (n + 3), correction i * correction (n + 2 - i) + correction (n + 1)
      = correction (n + 2) + if n + 2 = 2 then 1 else 0 := by
  have h0 := correction_values.1
  -- the two end terms of the convolution vanish
  have key : ∑ i ∈ Finset.range (n + 3), correction i * correction (n + 2 - i)
      = ∑ i ∈ Finset.range (n + 1), correction (i + 1) * correction (n + 1 - i) := by
    rw [Finset.sum_range_succ _ (n + 2), Finset.sum_range_succ' _ (n + 1)]
    simp only [h0, Nat.sub_self, zero_mul, mul_zero, add_zero]
    refine Finset.sum_congr rfl fun i _ => ?_
    rw [show n + 2 - (i + 1) = n + 1 - i by omega]
  have hi : (if n + 2 = 2 then (1 : ℤ) else 0) = if n = 0 then 1 else 0 := by simp
  rw [key, hi, Finset.sum_range, correction]
  ring
```

Together with orders 0 and 1, where every term is zero, this shows that the series solves the secular equation. A perturbation series therefore exists.

```lean
/-- The series of energy corrections is a formal perturbation series of the level that starts
at energy `0`. -/
theorem isLevelSeries_witness (R : Type*) [CommRing R] : IsLevelSeries (energySeries R) := by
  obtain ⟨h0, h1, -⟩ := correction_values
  have hc : ∀ n, PowerSeries.coeff n (energySeries R) = (correction n : R) := fun n => by
    rw [energySeries, PowerSeries.coeff_mk]
  refine ⟨by rw [hc, h0, Int.cast_zero], ?_⟩
  have h : energySeries R * energySeries R + PowerSeries.X * energySeries R
      = energySeries R + PowerSeries.X ^ 2 := by
    ext n
    rw [map_add, map_add, PowerSeries.coeff_mul, PowerSeries.coeff_X_pow]
    simp only [hc]
    rcases n with _ | _ | n
    · simp [h0]
    · rw [PowerSeries.coeff_succ_X_mul, hc]
      simp [Finset.Nat.antidiagonal_succ, h0, h1]
    · rw [PowerSeries.coeff_succ_X_mul, hc, Finset.Nat.sum_antidiagonal_eq_sum_range_succ
        (fun i j => (correction i : R) * (correction j : R))]
      exact_mod_cast congrArg (Int.cast : ℤ → R) (correction_balance n)
  rw [secular_eq]
  linear_combination h
```

It is also the only one over the reals. If $E$ and $F$ are both solutions, subtracting their equations gives
$$(E-F)\,(E+F-(1-X))=0.$$
The second factor has constant term $-1$, so it is not zero. Real power series have no zero divisors, hence $E=F$.

```lean
/-- The real perturbation series of the level that starts at energy `0` is unique, and its
coefficients are the energy corrections. -/
theorem isLevelSeries_iff (E : PowerSeries ℝ) : IsLevelSeries E ↔ E = energySeries ℝ := by
  refine ⟨fun hE => ?_, fun h => h ▸ isLevelSeries_witness ℝ⟩
  have hF := isLevelSeries_witness ℝ
  have h1 := hE.2
  have h2 := hF.2
  rw [secular_eq] at h1 h2
  have h : (E - energySeries ℝ) * (E + energySeries ℝ - (1 - PowerSeries.X)) = 0 := by
    linear_combination h1 - h2
  rcases mul_eq_zero.mp h with h | h
  · exact sub_eq_zero.mp h
  · -- the second factor has constant term -1
    have h3 := congrArg (PowerSeries.coeff 0) h
    rw [map_sub, map_add, hE.1, hF.1] at h3
    simp at h3
```

## Comparison at full coupling

At $x=1$ the diagonal vanishes and $H(1)=\begin{pmatrix}0&1\\1&0\end{pmatrix}$. The vector $(1,-1)$, normalised $(1,-1)/\sqrt2$, has energy $-1$. For any eigenvector, $v_1=Ev_0$ and $v_0=Ev_1$, so $(1-E^2)v_0=0$. If $E<-1$, then $v_0=0$ and $v_1=0$, a contradiction. Thus $-1$ is the lowest energy.

```lean
/-- At coupling `1` the lowest exact energy is `-1`. -/
theorem lowest_energy : IsLeast (energies 1) (-1) := by
  constructor
  · refine ⟨![1, -1], fun h => ?_, ?_⟩
    · have := congrFun h 0
      simp at this
    · ext i
      fin_cases i <;> simp [hamiltonian, Matrix.mulVec, dotProduct, Fin.sum_univ_succ]
  · rintro E ⟨v, hv, h⟩
    have h0 : v 1 = E * v 0 := by
      simpa [hamiltonian, Matrix.mulVec, dotProduct, Fin.sum_univ_succ] using congrFun h 0
    have h1 : v 0 = E * v 1 := by
      simpa [hamiltonian, Matrix.mulVec, dotProduct, Fin.sum_univ_succ] using congrFun h 1
    by_contra hlt
    have hlt' : E < -1 := not_le.mp hlt
    have hne : 1 - E ^ 2 ≠ 0 := by nlinarith
    have hz : (1 - E ^ 2) * v 0 = 0 := by linear_combination h1 + E * h0
    have hv0 : v 0 = 0 := (mul_eq_zero.mp hz).resolve_left hne
    have hv1 : v 1 = 0 := by rw [h0, hv0, mul_zero]
    apply hv
    ext i
    fin_cases i <;> simp [hv0, hv1]
```

Adding the corrections gives $S_2(1)=-1$, $S_3(1)=-1-1=-2$ and $S_4(1)=-2+0=-2$. The errors are $0,1,1$. For electronic structure this is a warning drawn from a single two-level matrix: a higher order is not by itself a better energy.

```lean
/-- Higher order can be worse: at coupling `1` the perturbation series gives `-1`, `-2`, `-2`
through orders two, three and four, while the lowest exact energy is `-1`. -/
theorem higher_order_worse (E : PowerSeries ℝ) (hE : IsLevelSeries E) :
    partialSum E 1 2 = -1 ∧ partialSum E 1 3 = -2 ∧ partialSum E 1 4 = -2 ∧
      IsLeast (energies 1) (-1) := by
  obtain rfl := (isLevelSeries_iff E).mp hE
  obtain ⟨h0, h1, h2, h3, h4⟩ := correction_values
  refine ⟨?_, ?_, ?_, lowest_energy⟩ <;>
    norm_num [partialSum, energySeries, PowerSeries.coeff_mk, Finset.sum_range_succ,
      h0, h1, h2, h3, h4]
```

Weak coupling looks different. At $x=\tfrac14$ the exact lower energy is $\tfrac12\bigl(\tfrac34-\sqrt{\tfrac{13}{16}}\bigr)\approx-0.0757$. Second order gives $-0.0625$, and third and fourth order both give $-0.0781$, which is closer.

## No limit at full coupling

Suppose $S_N(1)$ converged. Then $c_{k+1}=S_{k+1}(1)-S_k(1)$ would tend to zero, and integers that tend to zero are eventually zero. The series would be a polynomial $p$ with integer coefficients satisfying $p^2+Xp=p+X^2$. At $X=2$ its value $m=p(2)$ would be an integer with $m^2+m=4$. This forces $-2\le m\le1$, and none of these four integers works.

```lean
/-- At coupling `1` the partial sums of the perturbation series have no limit. -/
theorem series_diverges (E : PowerSeries ℝ) (hE : IsLevelSeries E) (L : ℝ) :
    ¬ Tendsto (partialSum E 1) atTop (𝓝 L) := by
  obtain rfl := (isLevelSeries_iff E).mp hE
  intro hL
  -- convergence forces the integer corrections to vanish from some order on
  have hd := (hL.comp (tendsto_add_atTop_nat 1)).sub hL
  rw [sub_self] at hd
  obtain ⟨N, hN⟩ := Metric.tendsto_atTop.mp hd 1 one_pos
  have hzero : ∀ n, N + 1 ≤ n → correction n = 0 := by
    intro n hn
    obtain ⟨k, rfl⟩ : ∃ k, n = k + 1 := ⟨n - 1, by omega⟩
    have hk := hN k (by omega)
    have hs : partialSum (energySeries ℝ) 1 (k + 1) - partialSum (energySeries ℝ) 1 k
        = (correction (k + 1) : ℝ) := by
      unfold partialSum
      rw [Finset.sum_range_succ _ (k + 1), energySeries, PowerSeries.coeff_mk]
      ring
    rw [Real.dist_eq, sub_zero, Function.comp_apply, hs] at hk
    exact Int.abs_lt_one_iff.mp (by exact_mod_cast hk)
  -- the series is then a polynomial with integer coefficients
  obtain ⟨p, hp⟩ : ∃ p : Polynomial ℤ, (p : PowerSeries ℤ) = energySeries ℤ := by
    refine ⟨PowerSeries.trunc (N + 1) (energySeries ℤ), ?_⟩
    ext n
    rw [Polynomial.coeff_coe, PowerSeries.coeff_trunc]
    split_ifs with h
    · rfl
    · rw [energySeries, PowerSeries.coeff_mk, hzero n (by omega), Int.cast_zero]
  have hsec := (isLevelSeries_witness ℤ).2
  rw [secular_eq, ← hp] at hsec
  have hpoly : p ^ 2 + Polynomial.X * p = p + Polynomial.X ^ 2 := by
    apply Polynomial.coe_injective ℤ
    simp only [Polynomial.coe_add, Polynomial.coe_mul, Polynomial.coe_pow, Polynomial.coe_X]
    linear_combination hsec
  -- at coupling 2 the secular equation has no integer root
  have h2 := congrArg (Polynomial.eval 2) hpoly
  simp only [Polynomial.eval_add, Polynomial.eval_mul, Polynomial.eval_pow,
    Polynomial.eval_X] at h2
  generalize Polynomial.eval 2 p = m at h2
  have hu : m ≤ 1 := by nlinarith
  have hl : -2 ≤ m := by nlinarith
  interval_cases m <;> omega

end

end HigherOrderCanBeWorse
```

```lean
#print axioms HigherOrderCanBeWorse.higher_order_worse
-- 'HigherOrderCanBeWorse.higher_order_worse' depends on axioms: [propext, Classical.choice, Quot.sound]
#print axioms HigherOrderCanBeWorse.series_diverges
-- 'HigherOrderCanBeWorse.series_diverges' depends on axioms: [propext, Classical.choice, Quot.sound]
```
